# Non-overlapping equal spheres in a crystal: N ball volumes fit within the cell volume |det A|

To bound how much of an infinite crystal hard spheres can fill when they may touch but not overlap, we compare volumes in a single periodic cell instead of taking the limit of a density over ever larger samples. The crystal has $N$ spheres of radius $r$ per cell, and the columns of a real invertible $n\times n$ matrix $A$ are its lattice vectors. The result is

$$N\,\mathrm{vol}\,B(0,r)\le|\det A|,$$

where $\mathrm{vol}$ is $n$-dimensional volume and $B(c,r)$ is the open ball of radius $r$ about $c$. Equivalently, the packing fraction is at most 1.

Some electronic-structure methods surround atoms with non-overlapping spheres, whose radii may differ. The version for different radii, proved below, guarantees that the cell volume minus the total sphere volume, which is the interstitial volume, is not negative. The model takes perfect periodicity and a sharp radius for each atom as given.

In Lean 4 with Mathlib:

```lean
import Mathlib

open MeasureTheory Matrix

noncomputable section

namespace CrystalPackingBound
```

## Lattice, sites and cell

Space is $\mathbb R^n$ with the Euclidean distance, which `EuclideanSpace` supplies.

```lean
/-- Euclidean space of dimension `n`. -/
abbrev Space (n : ℕ) := EuclideanSpace ℝ (Fin n)
```

A lattice vector is $Am$, where $m$ is a column of $n$ integers. Some programs store the lattice vectors as rows; here they are columns. Nothing requires the smallest possible period: $A$ may describe a primitive cell, a conventional cell or a supercell, provided that all of its atoms are listed.

```lean
variable {n : ℕ} {A : Matrix (Fin n) (Fin n) ℝ}

/-- The lattice vector `A m`: the combination of the columns of `A` with integer coefficients `m`.
-/
def latticeVector (A : Matrix (Fin n) (Fin n) ℝ) (m : Fin n → ℤ) : Space n :=
  WithLp.toLp 2 (A *ᵥ fun i => (m i : ℝ))
```

The basis atoms sit at $x_j$, and their periodic copies at $x_j+Am$. A pair $p=(j,m)$ labels one `site`, with `p.1` for $j$ and `p.2` for $m$. The points $x_j$ need not lie in any chosen cell.

```lean
/-- The centre `x j + A m` of the periodic copy of basis atom `j` labelled `p = (j, m)`. -/
def site {ι : Type*} (A : Matrix (Fin n) (Fin n) ℝ) (x : ι → Space n)
    (p : ι × (Fin n → ℤ)) : Space n :=
  x p.1 + latticeVector A p.2
```

The fractional coordinates of a point $x$ are the components of $f(x)=A^{-1}x$.

```lean
/-- The fractional coordinates `A⁻¹ x` of a point, for invertible `A`. -/
def fractional (A : Matrix (Fin n) (Fin n) ℝ) (x : Space n) : Fin n → ℝ :=
  A⁻¹ *ᵥ x.ofLp
```

The cell is the half-open parallelepiped

$$C=\{x: 0\le f_i(x)<1\text{ for all }i\},$$

not the Wigner–Seitz cell. Leaving out the upper faces prevents boundary points from being counted twice.

```lean
/-- The cell spanned by the columns of an invertible `A`: all fractional coordinates lie in
`[0, 1)`. -/
def cell (A : Matrix (Fin n) (Fin n) ℝ) : Set (Space n) :=
  {x | ∀ i, fractional A x i ∈ Set.Ico (0 : ℝ) 1}
```

A body $K$ displaced by $Am$ is $K+Am$. Membership is tested by moving the point back: $y\in K+Am$ exactly when $y-Am\in K$.

```lean
/-- The body `K` displaced by the lattice vector `A m`. -/
def translate (A : Matrix (Fin n) (Fin n) ℝ) (K : Set (Space n)) (m : Fin n → ℤ) :
    Set (Space n) :=
  {y | y - latticeVector A m ∈ K}
```

## One lattice translation folds each point into the cell

Since $A^{-1}A=1$, a lattice translation changes the fractional coordinates by integers:

$$f(x+Am)=A^{-1}x+A^{-1}Am=f(x)+m.$$

```lean
/-- For invertible `A`, a lattice translation shifts the fractional coordinates by integers. -/
theorem fractional_add (hA : A.det ≠ 0) (x : Space n) (m : Fin n → ℤ) (i : Fin n) :
    fractional A (x + latticeVector A m) i = fractional A x i + m i := by
  simp [fractional, latticeVector, Matrix.mulVec_add, Matrix.mulVec_mulVec,
    Matrix.nonsing_inv_mul A (isUnit_iff_ne_zero.mpr hA)]
```

The translated point therefore lies in $C$ exactly when, for every $i$,

$$0\le f_i(x)+m_i<1\iff -m_i\le f_i(x)<-m_i+1\iff m_i=-\lfloor f_i(x)\rfloor.$$

This fixes $m$ uniquely. The proof first checks that this choice works, using the two inequalities that define the floor, and then uses `Int.floor_eq_iff` to show that any other successful $m$ agrees with it.

```lean
/-- For invertible `A`, exactly one lattice translation brings a given point into the cell. -/
theorem existsUnique_fold (hA : A.det ≠ 0) (x : Space n) :
    ∃! m : Fin n → ℤ, x + latticeVector A m ∈ cell A := by
  refine ⟨fun i => -⌊fractional A x i⌋, ?_, ?_⟩
  · show ∀ i, fractional A (x + latticeVector A _) i ∈ Set.Ico (0 : ℝ) 1
    intro i
    rw [fractional_add hA]
    push_cast
    constructor
    · linarith [Int.floor_le (fractional A x i)]
    · linarith [Int.lt_floor_add_one (fractional A x i)]
  · intro m hm
    funext i
    have h : fractional A (x + latticeVector A m) i ∈ Set.Ico (0 : ℝ) 1 := hm i
    rw [fractional_add hA] at h
    have hf : ⌊fractional A x i⌋ = -m i :=
      Int.floor_eq_iff.mpr ⟨by push_cast; linarith [h.1], by push_cast; linarith [h.2]⟩
    show m i = -⌊fractional A x i⌋
    omega
```

## The cell has volume |det A|

The map $x\mapsto A^{-1}x$ takes $C$ onto the unit cube $[0,1)^n$ and multiplies volumes by $|\det A^{-1}|$. Hence

$$|\det A^{-1}|\,\mathrm{vol}\,C=1,\qquad \mathrm{vol}\,C=|\det A|.$$

In the code, `hc` writes the cell as the preimage of the cube, and `Measure.addHaar_preimage_linearMap` supplies the determinant factor. `ENNReal.ofReal` places the real number $|\det A|$ among the values $[0,\infty]$ that volumes take.

```lean
/-- The cell of an invertible `A` is measurable and has volume `|det A|`. -/
theorem volume_cell (hA : A.det ≠ 0) :
    MeasurableSet (cell A) ∧ volume (cell A) = ENNReal.ofReal |A.det| := by
  have hP := PiLp.volume_preserving_ofLp (Fin n)
  -- the cell is the preimage of the unit cube under the fractional coordinates
  have hc : cell A = WithLp.ofLp ⁻¹' (Matrix.toLin' A⁻¹ ⁻¹'
      (Set.univ.pi fun _ : Fin n => Set.Ico (0 : ℝ) 1)) := by
    ext x
    simp [cell, fractional, Set.mem_pi]
  have hm : MeasurableSet (Matrix.toLin' A⁻¹ ⁻¹'
      (Set.univ.pi fun _ : Fin n => Set.Ico (0 : ℝ) 1)) :=
    (Matrix.toLin' A⁻¹).continuous_of_finiteDimensional.measurable
      (MeasurableSet.univ_pi fun _ => measurableSet_Ico)
  have hd : LinearMap.det (Matrix.toLin' A⁻¹) = A.det⁻¹ := by
    rw [LinearMap.det_toLin', Matrix.det_nonsing_inv, Ring.inverse_eq_inv']
  refine ⟨hc ▸ hP.measurable hm, ?_⟩
  rw [hc, hP.measure_preimage hm.nullMeasurableSet,
    Measure.addHaar_preimage_linearMap volume (by rw [hd]; exact inv_ne_zero hA), hd,
    inv_inv, volume_pi_pi]
  simp [Real.volume_Ico]
```

## Cutting a body up and folding it into the cell

Let $S$ be a measurable body, and let $S_m$ be the part of $S$ that the translation by $Am$ brings into $C$:

$$S_m=\{x\in S:x+Am\in C\}.$$

By the unique folding, these parts are disjoint and together make up $S$. Moving $S_m$ by $Am$ gives $(S+Am)\cap C$ and leaves its volume unchanged, so

$$\mathrm{vol}\,S=\sum_m\mathrm{vol}\,S_m=\sum_m\mathrm{vol}\big((S+Am)\cap C\big).$$

The set equality `hU` is the decomposition. `measure_iUnion` adds the volumes of the disjoint parts, and `measure_preimage_add_right` is translation invariance.

```lean
/-- For invertible `A`, the volume of a measurable body is the sum of the volumes that its lattice
translates occupy in one cell. -/
theorem volume_fold (hA : A.det ≠ 0) {S : Set (Space n)} (hS : MeasurableSet S) :
    volume S = ∑' m : Fin n → ℤ, volume (translate A S m ∩ cell A) := by
  have hU : (⋃ m : Fin n → ℤ, (fun x => x + latticeVector A m) ⁻¹'
      (translate A S m ∩ cell A)) = S := by
    ext x
    simp only [translate, Set.mem_iUnion, Set.mem_preimage, Set.mem_inter_iff,
      Set.mem_ofPred_eq, add_sub_cancel_right]
    constructor
    · rintro ⟨m, hx, _⟩
      exact hx
    · intro hx
      obtain ⟨m, hm, _⟩ := existsUnique_fold hA x
      exact ⟨m, hx, hm⟩
  calc volume S = volume (⋃ m : Fin n → ℤ, (fun x => x + latticeVector A m) ⁻¹'
        (translate A S m ∩ cell A)) := by rw [hU]
    _ = ∑' m : Fin n → ℤ, volume ((fun x => x + latticeVector A m) ⁻¹'
        (translate A S m ∩ cell A)) := by
      refine measure_iUnion (fun m l hml => ?_) (fun m => ?_)
      · exact Set.disjoint_left.mpr fun x hx hy =>
          hml ((existsUnique_fold hA x).unique hx.2 hy.2)
      · exact (continuous_id.add continuous_const).measurable
          (((continuous_id.sub continuous_const).measurable hS).inter (volume_cell hA).1)
    _ = _ := tsum_congr fun m => measure_preimage_add_right volume _ _
```

## Disjoint periodic bodies share one cell

Take finitely many measurable bodies $K_j$ whose periodic copies are all mutually disjoint. Their pieces in $C$ are then disjoint too, and

$$\sum_j\mathrm{vol}\,K_j=\sum_{(j,m)}\mathrm{vol}\big((K_j+Am)\cap C\big)=\mathrm{vol}\bigcup_{(j,m)}\big((K_j+Am)\cap C\big)\le\mathrm{vol}\,C=|\det A|.$$

The `calc` block follows this chain: fold each body, merge the two sums into one over pairs, combine the disjoint pieces, and compare their union with the cell.

```lean
/-- If all lattice translates of finitely many measurable bodies are mutually disjoint and `A`
is invertible, the bodies have total volume at most `|det A|`. -/
theorem sum_volume_le {ι : Type*} [Fintype ι] (hA : A.det ≠ 0) (K : ι → Set (Space n))
    (hK : ∀ j, MeasurableSet (K j))
    (hdisj : ∀ p q : ι × (Fin n → ℤ), p ≠ q →
      Disjoint (translate A (K p.1) p.2) (translate A (K q.1) q.2)) :
    ∑ j, volume (K j) ≤ ENNReal.ofReal |A.det| := by
  calc ∑ j, volume (K j)
      = ∑ j, ∑' m : Fin n → ℤ, volume (translate A (K j) m ∩ cell A) :=
        Finset.sum_congr rfl fun j _ => volume_fold hA (hK j)
    _ = ∑' p : ι × (Fin n → ℤ), volume (translate A (K p.1) p.2 ∩ cell A) := by
        rw [ENNReal.tsum_prod', tsum_fintype]
    _ = volume (⋃ p : ι × (Fin n → ℤ), translate A (K p.1) p.2 ∩ cell A) := by
        refine (measure_iUnion (fun p q hpq => ?_) (fun p => ?_)).symm
        · exact (hdisj p q hpq).mono Set.inter_subset_left Set.inter_subset_left
        · exact ((continuous_id.sub continuous_const).measurable (hK p.1)).inter
            (volume_cell hA).1
    _ ≤ volume (cell A) := measure_mono (Set.iUnion_subset fun p => Set.inter_subset_right)
    _ = _ := (volume_cell hA).2
```

The same folding gives a covering bound, which we state without a formal proof. If the copies of finitely many measurable bodies cover all of space, their pieces cover $C$, and so $\sum_j\mathrm{vol}\,K_j\ge|\det A|$.

## Spheres of different sizes

Let atom $j$ have radius $r_j$, as in an ionic crystal, and write $c_p=x_j+Am$ for the centre labelled $p=(j,m)$. For another label $q=(k,l)$, a point $y$ common to both balls would give

$$|c_p-c_q|\le|c_p-y|+|y-c_q|<r_j+r_k.$$

This contradicts the assumed separation $|c_p-c_q|\ge r_j+r_k$, so the balls are disjoint and the previous bound applies. The auxiliary statement `ht` identifies each displaced ball with the ball about the displaced centre, and `Metric.ball_disjoint_ball` is the triangle-inequality step.

```lean
/-- Spheres of different sizes: if `A` is invertible and any two centres with distinct labels
`(j, m)` are at least the sum of their radii apart, the balls of one basis have total volume at most
`|det A|`. -/
theorem sum_volume_ball_le {ι : Type*} [Fintype ι] (hA : A.det ≠ 0) (x : ι → Space n)
    (r : ι → ℝ) (hsep : ∀ p q : ι × (Fin n → ℤ), p ≠ q →
      r p.1 + r q.1 ≤ dist (site A x p) (site A x q)) :
    ∑ j, volume (Metric.ball (x j) (r j)) ≤ ENNReal.ofReal |A.det| := by
  have ht : ∀ p : ι × (Fin n → ℤ), translate A (Metric.ball (x p.1) (r p.1)) p.2
      = Metric.ball (site A x p) (r p.1) := by
    intro p
    ext y
    simp only [translate, site, Set.mem_ofPred_eq, Metric.mem_ball, dist_eq_norm]
    rw [show y - latticeVector A p.2 - x p.1 = y - (x p.1 + latticeVector A p.2) by abel]
  refine sum_volume_le hA _ (fun j => measurableSet_ball) fun p q hpq => ?_
  rw [ht p, ht q]
  exact Metric.ball_disjoint_ball (hsep p q hpq)
```

## Equal spheres

Now set every $r_j=r$. The separation condition becomes $|c_p-c_q|\ge2r$, and every ball has the volume of the one at the origin:

$$\sum_j\mathrm{vol}\,B(x_j,r)=N\,\mathrm{vol}\,B(0,r)\le|\det A|.$$

In the theorem, `hA` says that the lattice vectors are linearly independent, and `x : Fin N → Space n` lists the atoms, numbered from $0$ to $N-1$. The hypothesis `hsep` is the hard-core condition: it ranges over all pairs of distinct labels, and so also keeps a sphere away from its own periodic images. The conclusion uses `volume.real`, the volume as an ordinary real number.

Neither $n\ge1$ nor $r>0$ is assumed; for $r\le0$ the open ball is empty and the bound is trivial. The proof specialises the preceding theorem, replaces the sum by $N$ equal terms and passes to real numbers.

```lean
/-- Packing bound for a crystal with `N` equal spheres per cell: if `A` is invertible and the
centres `x j + A m` with distinct labels `(j, m)` are at least `2r` apart, then `N` times the volume
of a ball of radius `r` is at most `|det A|`. -/
theorem packing_bound {N : ℕ} (hA : A.det ≠ 0) (x : Fin N → Space n) (r : ℝ)
    (hsep : ∀ p q : Fin N × (Fin n → ℤ), p ≠ q →
      2 * r ≤ dist (site A x p) (site A x q)) :
    N * volume.real (Metric.ball (0 : Space n) r) ≤ |A.det| := by
  have h := sum_volume_ball_le hA x (fun _ => r) fun p q hpq => by
    show r + r ≤ _
    linarith [hsep p q hpq]
  -- all balls of radius r have the same volume
  have hs : ∑ j, volume (Metric.ball (x j) r)
      = N * volume (Metric.ball (0 : Space n) r) := by
    rw [Finset.sum_congr rfl fun j _ => Measure.addHaar_ball_center volume (x j) r]
    simp
  rw [hs] at h
  have h' := ENNReal.toReal_le_of_le_ofReal (abs_nonneg _) h
  rwa [ENNReal.toReal_mul, ENNReal.toReal_natCast] at h'
```

In three dimensions $\mathrm{vol}\,B(0,r)=\tfrac43\pi r^3$ for $r\ge0$, which gives

$$N\,\tfrac43\pi r^3\le|\det A|.$$

This limits the packing fraction only to 1, well above the value $\pi/\sqrt{18}\approx0.74$ of the densest packing of equal spheres. The proof inserts the volume formula into the general bound.

```lean
/-- In three dimensions, `N` equal spheres of radius `r ≥ 0` per cell of an invertible `A`, with
centres of distinct labels `(j, m)` at least `2r` apart, satisfy `N (4/3) π r³ ≤ |det A|`. -/
theorem packing_bound_three {N : ℕ} {A : Matrix (Fin 3) (Fin 3) ℝ} (hA : A.det ≠ 0)
    (x : Fin N → Space 3) {r : ℝ} (hr : 0 ≤ r)
    (hsep : ∀ p q : Fin N × (Fin 3 → ℤ), p ≠ q →
      2 * r ≤ dist (site A x p) (site A x q)) :
    N * (4 / 3 * Real.pi * r ^ 3) ≤ |A.det| := by
  have hv : volume.real (Metric.ball (0 : Space 3) r) = 4 / 3 * Real.pi * r ^ 3 := by
    rw [measureReal_def, EuclideanSpace.volume_ball_fin_three, ENNReal.toReal_mul,
      ENNReal.toReal_pow, ENNReal.toReal_ofReal hr, ENNReal.toReal_ofReal (by positivity)]
    ring
  rw [← hv]
  exact packing_bound hA x r hsep
```

## Touching rods fill a line

In one dimension the bound can be attained. For $N\ge1$ and $r>0$, place centres at $x_j=2rj$, with $j=0,\ldots,N-1$, and repeat them with period $2rN$. Every centre then has the form

$$x_j+2rNm=2r(j+Nm).$$

If $j+Nm=k+Nl$, the remainders modulo $N$ give $j=k$, and then $m=l$. Distinct labels therefore give distinct integers, which differ by at least 1, so the centres are at least $2r$ apart. Each ball is a rod of length $2r$, and

$$N\cdot2r=2rN=|\det A|.$$

The theorem states three things about this arrangement: $A$ is invertible, the separation condition holds, and the two volumes are equal. In the proof, `coord` computes the position of a centre, `hne` is the remainder argument, and `hv` obtains the length $2r$ from the general formula for the volume of a ball, with `hG` evaluating its Gamma-function factor as 2.

```lean
/-- The bound is sharp on a line: for `N ≥ 1` and `r > 0`, centres `0, 2r, …, 2r(N - 1)` repeated
with period `2rN` are at least `2r` apart, and `N` times the ball volume equals `|det A|`. -/
theorem packing_bound_sharp {N : ℕ} (hN : 0 < N) {r : ℝ} (hr : 0 < r) :
    let A : Matrix (Fin 1) (Fin 1) ℝ := !![2 * r * N]
    let x : Fin N → Space 1 := fun j => WithLp.toLp 2 fun _ => 2 * r * ((j : ℕ) : ℝ)
    A.det ≠ 0 ∧
    (∀ p q : Fin N × (Fin 1 → ℤ), p ≠ q → 2 * r ≤ dist (site A x p) (site A x q)) ∧
    N * volume.real (Metric.ball (0 : Space 1) r) = |A.det| := by
  intro A x
  have hNr : (0 : ℝ) < N := by exact_mod_cast hN
  have hdet : A.det = 2 * r * N := by simp [A]
  refine ⟨by rw [hdet]; positivity, fun p q hpq => ?_, ?_⟩
  · have coord : ∀ p : Fin N × (Fin 1 → ℤ), (site A x p).ofLp 0
        = 2 * r * ((((p.1 : ℕ) : ℤ) + N * p.2 0 : ℤ) : ℝ) := by
      intro p
      simp [site, latticeVector, A, x, dotProduct]
      ring
    -- distinct labels give distinct integers j + N m
    have hne : ((p.1 : ℕ) : ℤ) + N * p.2 0 ≠ ((q.1 : ℕ) : ℤ) + N * q.2 0 := by
      intro h
      have hp := p.1.isLt
      have hq := q.1.isLt
      have h1 : ((p.1 : ℕ) : ℤ) = ((q.1 : ℕ) : ℤ) := by
        have h0 := congrArg (fun z : ℤ => z % (N : ℤ)) h
        simp only [Int.add_mul_emod_self_left] at h0
        rwa [Int.emod_eq_of_lt (by omega) (by omega),
          Int.emod_eq_of_lt (by omega) (by omega)] at h0
      have h2 : p.2 0 = q.2 0 := by
        have hN' : (N : ℤ) ≠ 0 := by omega
        apply mul_left_cancel₀ hN'
        linarith
      exact hpq (Prod.ext (Fin.ext (by exact_mod_cast h1))
        (funext fun i => by rw [Subsingleton.elim i 0]; exact h2))
    have h1 : (1 : ℝ) ≤ |(((((p.1 : ℕ) : ℤ) + N * p.2 0)
        - (((q.1 : ℕ) : ℤ) + N * q.2 0) : ℤ) : ℝ)| := by
      exact_mod_cast Int.one_le_abs (sub_ne_zero.mpr hne)
    calc 2 * r ≤ 2 * r * |(((((p.1 : ℕ) : ℤ) + N * p.2 0)
          - (((q.1 : ℕ) : ℤ) + N * q.2 0) : ℤ) : ℝ)| :=
          le_mul_of_one_le_right (by positivity) h1
      _ = |(site A x p).ofLp 0 - (site A x q).ofLp 0| := by
          rw [coord, coord, ← mul_sub, abs_mul, abs_of_pos (by positivity : 0 < 2 * r),
            Int.cast_sub]
      _ ≤ dist (site A x p) (site A x q) := by
          rw [dist_eq_norm]
          exact PiLp.norm_apply_le (site A x p - site A x q) 0
  · -- a ball of radius r on the line has length 2r
    have hG : Real.sqrt Real.pi / Real.Gamma (1 / 2 + 1) = 2 := by
      have hpi : Real.sqrt Real.pi ≠ 0 := (Real.sqrt_pos.mpr Real.pi_pos).ne'
      rw [Real.Gamma_add_one (by norm_num), Real.Gamma_one_half_eq]
      field_simp
    have hv : volume.real (Metric.ball (0 : Space 1) r) = r * 2 := by
      rw [measureReal_def, EuclideanSpace.volume_ball, Fintype.card_fin, pow_one, pow_one,
        Nat.cast_one, hG, ENNReal.toReal_mul, ENNReal.toReal_ofReal hr.le,
        ENNReal.toReal_ofReal (by norm_num)]
    rw [hv, hdet, abs_of_pos (by positivity)]
    ring

end CrystalPackingBound
```

```lean
#print axioms CrystalPackingBound.packing_bound
#print axioms CrystalPackingBound.packing_bound_three
#print axioms CrystalPackingBound.packing_bound_sharp
```

```
'CrystalPackingBound.packing_bound' depends on axioms: [propext, Classical.choice, Quot.sound]
'CrystalPackingBound.packing_bound_three' depends on axioms: [propext, Classical.choice, Quot.sound]
'CrystalPackingBound.packing_bound_sharp' depends on axioms: [propext, Classical.choice, Quot.sound]
```
